# Quadratic error bound for the finite-perturbation estimate of a spin-spin coupling in a two-level model

For $H(l)=\begin{pmatrix}0&lg\\ lg&D\end{pmatrix}$ and $K=\begin{pmatrix}0&k\\ k&0\end{pmatrix}$ with $D>0$ and real $g,k,l$, every normalised ground state $v$ of $H(l)$ has $\langle v|K|v\rangle=-2gkl/\sqrt{D^2+4g^2l^2}$. For $l\neq0$ this value divided by $l$ differs from the linear response $J=-2gk/D$ by at most $(2g^2l^2/D^2)\,|J|$.

```lean
import Mathlib

open Matrix ComplexConjugate

namespace FinitePerturbationCoupling

noncomputable section

/-- Two-level Hamiltonian with excitation energy `D` and a perturbation of strength `l`
with off-diagonal element `g`. -/
def ham (D g l : ℝ) : Matrix (Fin 2) (Fin 2) ℂ := !![0, (l : ℂ) * g; (l : ℂ) * g, (D : ℂ)]

/-- The probed operator, with off-diagonal element `k`. -/
def probe (k : ℝ) : Matrix (Fin 2) (Fin 2) ℂ := !![0, (k : ℂ); (k : ℂ), 0]

/-- The expectation value `⟨v|A|v⟩`. -/
def expval (A : Matrix (Fin 2) (Fin 2) ℂ) (v : Fin 2 → ℂ) : ℂ := star v ⬝ᵥ A *ᵥ v

/-- A unit eigenvector whose real eigenvalue lies at or below every real eigenvalue. -/
def IsGroundState (H : Matrix (Fin 2) (Fin 2) ℂ) (v : Fin 2 → ℂ) : Prop :=
  star v ⬝ᵥ v = 1 ∧ ∃ E : ℝ, H *ᵥ v = (E : ℂ) • v ∧
    ∀ (μ : ℝ) (u : Fin 2 → ℂ), u ≠ 0 → H *ᵥ u = (μ : ℂ) • u → E ≤ μ

/-- The root `R = √(D² + 4 g² l²)`. -/
def gap (D g l : ℝ) : ℝ := √(D ^ 2 + 4 * g ^ 2 * l ^ 2)

/-- The energy `(D - R) / 2`. -/
def groundEnergy (D g l : ℝ) : ℝ := (D - gap D g l) / 2

/-- The vector `(D + R, -2 l g) / √(2 R (R + D))`. -/
def groundVec (D g l : ℝ) : Fin 2 → ℂ :=
  ![(((D + gap D g l) / √(2 * gap D g l * (gap D g l + D)) : ℝ) : ℂ),
    ((-2 * l * g / √(2 * gap D g l * (gap D g l + D)) : ℝ) : ℂ)]

/-- The linear response `J = -2 g k / D`. -/
def response (D g k : ℝ) : ℝ := -2 * g * k / D

/-- The finite-perturbation estimate: expectation of the probe in `v`, divided by `l`. -/
def estimate (k l : ℝ) (v : Fin 2 → ℂ) : ℝ := (expval (probe k) v).re / l

/-- `R² = D² + 4 g² l²` and `D ≤ R`. -/
theorem gap_spec (D g l : ℝ) :
    gap D g l ^ 2 = D ^ 2 + 4 * g ^ 2 * l ^ 2 ∧ D ≤ gap D g l := by
  have h : 0 ≤ 4 * g ^ 2 * l ^ 2 := by positivity
  refine ⟨Real.sq_sqrt (by positivity), ?_⟩
  exact le_trans (le_abs_self D) (Real.abs_le_sqrt (by linarith))

/-- The eigenvalue equation of the Hamiltonian written in components. -/
theorem eigen_iff (D g l μ : ℝ) (u : Fin 2 → ℂ) :
    ham D g l *ᵥ u = (μ : ℂ) • u ↔
      (l : ℂ) * g * u 1 = μ * u 0 ∧ (l : ℂ) * g * u 0 + D * u 1 = μ * u 1 := by
  rw [funext_iff, Fin.forall_fin_two]
  simp [ham, Matrix.mulVec, dotProduct, Fin.sum_univ_two]

/-- Every real eigenvalue of the Hamiltonian is at least `(D - R) / 2`. -/
theorem groundEnergy_le (D g l μ : ℝ) (u : Fin 2 → ℂ) (hu : u ≠ 0)
    (h : ham D g l *ᵥ u = (μ : ℂ) • u) : groundEnergy D g l ≤ μ := by
  obtain ⟨h0, h1⟩ := (eigen_iff D g l μ u).1 h
  -- secular equation
  have hP : (μ : ℂ) ^ 2 - D * μ - (l * g) ^ 2 = 0 := by
    by_contra hP
    have ha : ((μ : ℂ) ^ 2 - D * μ - (l * g) ^ 2) * u 0 = 0 := by
      linear_combination (-((μ : ℂ) - D)) * h0 - ((l : ℂ) * g) * h1
    have hb : ((μ : ℂ) ^ 2 - D * μ - (l * g) ^ 2) * u 1 = 0 := by
      linear_combination (-(μ : ℂ)) * h1 - ((l : ℂ) * g) * h0
    apply hu
    rw [funext_iff, Fin.forall_fin_two]
    exact ⟨(mul_eq_zero.1 ha).resolve_left hP, (mul_eq_zero.1 hb).resolve_left hP⟩
  have hR : μ ^ 2 - D * μ - (l * g) ^ 2 = 0 := by exact_mod_cast hP
  have hsq : (D - 2 * μ) ^ 2 = D ^ 2 + 4 * g ^ 2 * l ^ 2 := by linear_combination 4 * hR
  have : D - 2 * μ ≤ gap D g l := le_trans (le_abs_self _) (Real.abs_le_sqrt hsq.le)
  unfold groundEnergy
  linarith

/-- For `D > 0` the explicit vector is a ground state, with eigenvalue `(D - R) / 2`. -/
theorem groundState_witness {D : ℝ} (hD : 0 < D) (g l : ℝ) :
    IsGroundState (ham D g l) (groundVec D g l) ∧
      ham D g l *ᵥ groundVec D g l = (groundEnergy D g l : ℂ) • groundVec D g l := by
  obtain ⟨hsq, hle⟩ := gap_spec D g l
  have hR : 0 < gap D g l := by linarith
  have hpos : 0 < 2 * gap D g l * (gap D g l + D) := by positivity
  obtain ⟨N, hN⟩ : ∃ N, N = √(2 * gap D g l * (gap D g l + D)) := ⟨_, rfl⟩
  have hN0 : N ≠ 0 := by rw [hN]; exact (Real.sqrt_pos.2 hpos).ne'
  have hN2 : N ^ 2 = 2 * gap D g l * (gap D g l + D) := by
    rw [hN]; exact Real.sq_sqrt hpos.le
  have e0 : groundVec D g l 0 = (((D + gap D g l) / N : ℝ) : ℂ) := by rw [hN]; rfl
  have e1 : groundVec D g l 1 = ((-2 * l * g / N : ℝ) : ℂ) := by rw [hN]; rfl
  have heig : ham D g l *ᵥ groundVec D g l = (groundEnergy D g l : ℂ) • groundVec D g l := by
    have r0 : l * g * (-2 * l * g / N) = groundEnergy D g l * ((D + gap D g l) / N) := by
      unfold groundEnergy
      linear_combination (1 / (2 * N)) * hsq
    have r1 : l * g * ((D + gap D g l) / N) + D * (-2 * l * g / N)
        = groundEnergy D g l * (-2 * l * g / N) := by
      unfold groundEnergy
      ring
    rw [eigen_iff, e0, e1]
    exact ⟨by exact_mod_cast r0, by exact_mod_cast r1⟩
  refine ⟨⟨?_, groundEnergy D g l, heig, fun μ u => groundEnergy_le D g l μ u⟩, heig⟩
  have hn : (D + gap D g l) / N * ((D + gap D g l) / N)
      + -2 * l * g / N * (-2 * l * g / N) = 1 := by
    rw [div_mul_div_comm, div_mul_div_comm, ← add_div, div_eq_one_iff_eq (mul_ne_zero hN0 hN0)]
    linear_combination -hN2 - hsq
  simp only [dotProduct, Fin.sum_univ_two, Pi.star_apply, e0, e1, Complex.star_def,
    Complex.conj_ofReal]
  exact_mod_cast hn

/-- For `D > 0` every ground state is an eigenvector with eigenvalue `(D - R) / 2`. -/
theorem groundState_energy {D g l : ℝ} (hD : 0 < D) {v : Fin 2 → ℂ}
    (hv : IsGroundState (ham D g l) v) :
    ham D g l *ᵥ v = (groundEnergy D g l : ℂ) • v := by
  obtain ⟨hn, E, hE, hmin⟩ := hv
  obtain ⟨⟨hw, -⟩, heig⟩ := groundState_witness hD g l
  have hv0 : v ≠ 0 := by rintro rfl; simp at hn
  have hw0 : groundVec D g l ≠ 0 := by intro h; rw [h] at hw; simp at hw
  have : E = groundEnergy D g l :=
    le_antisymm (hmin _ _ hw0 heig) (groundEnergy_le D g l E v hv0 hE)
  rw [← this]; exact hE

/-- For `D > 0`, in every ground state the probe has expectation `-2 g k l / √(D² + 4 g² l²)`. -/
theorem expval_groundState {D g l : ℝ} (hD : 0 < D) (k : ℝ) {v : Fin 2 → ℂ}
    (hv : IsGroundState (ham D g l) v) :
    expval (probe k) v = ((-2 * g * k * l / gap D g l : ℝ) : ℂ) := by
  obtain ⟨h0, h1⟩ := (eigen_iff D g l _ v).1 (groundState_energy hD hv)
  have hle := (gap_spec D g l).2
  have h1c : (l : ℂ) * g * conj (v 0) + D * conj (v 1) = groundEnergy D g l * conj (v 1) := by
    simpa using congrArg (starRingEnd ℂ) h1
  have hE : (groundEnergy D g l : ℂ) = (D - gap D g l) / 2 := by simp [groundEnergy]
  rw [hE] at h0 h1 h1c
  have hn : conj (v 0) * v 0 + conj (v 1) * v 1 = 1 := by
    simpa [dotProduct, Fin.sum_univ_two] using hv.1
  have hR : (gap D g l : ℂ) ≠ 0 := by exact_mod_cast (by linarith : 0 < gap D g l).ne'
  have hDR : (D : ℂ) + gap D g l ≠ 0 := by
    exact_mod_cast (by linarith : 0 < D + gap D g l).ne'
  -- the relative phase of the two components is real
  have hs' : ((D : ℂ) + gap D g l) * (conj (v 1) * v 0 - conj (v 0) * v 1) = 0 := by
    linear_combination 2 * v 0 * h1c - 2 * conj (v 0) * h1
  have hs := (mul_eq_zero.1 hs').resolve_left hDR
  have hx : expval (probe k) v = conj (v 0) * (k * v 1) + conj (v 1) * (k * v 0) := by
    simp [expval, probe, Matrix.mulVec, dotProduct, Fin.sum_univ_two]
  rw [hx]
  push_cast
  rw [eq_div_iff hR]
  linear_combination 2 * k * conj (v 0) * h1 + 2 * k * conj (v 1) * h0 + k * D * hs
    - 2 * l * g * k * hn

/-- For `D > 0`, along any family of ground states the real part of the expectation of the probe has
slope `-2 g k / D` at zero perturbation strength. -/
theorem hasDerivAt_response {D g : ℝ} (hD : 0 < D) (k : ℝ) (v : ℝ → Fin 2 → ℂ)
    (hv : ∀ l, IsGroundState (ham D g l) (v l)) :
    HasDerivAt (fun l => (expval (probe k) (v l)).re) (response D g k) 0 := by
  have hf : (fun l => (expval (probe k) (v l)).re) = fun l => -2 * g * k * l / gap D g l := by
    funext l
    rw [expval_groundState hD k (hv l), Complex.ofReal_re]
  have hs : gap D g 0 = D := by
    unfold gap
    rw [show D ^ 2 + 4 * g ^ 2 * 0 ^ 2 = D ^ 2 by ring, Real.sqrt_sq hD.le]
  have h1 : HasDerivAt (fun l : ℝ => D ^ 2 + 4 * g ^ 2 * l ^ 2) 0 0 :=
    (((hasDerivAt_pow 2 (0 : ℝ)).const_mul (4 * g ^ 2)).const_add (D ^ 2)).congr_deriv (by simp)
  have h2 : HasDerivAt (fun l => gap D g l) 0 0 :=
    (h1.sqrt (by simpa using hD.ne')).congr_deriv (by simp)
  have hD0 := hD.ne'
  rw [hf]
  refine (((hasDerivAt_id' (0 : ℝ)).const_mul (-2 * g * k)).fun_div h2
    (by simpa [hs] using hD0)).congr_deriv ?_
  simp only [hs, response]
  field_simp
  ring

/-- For `D > 0` the deficit `1 - D / R` lies between `2 g² l² / R²` and `2 g² l² / D²`. -/
theorem deficit_bounds {D : ℝ} (hD : 0 < D) (g l : ℝ) :
    2 * g ^ 2 * l ^ 2 / gap D g l ^ 2 ≤ 1 - D / gap D g l ∧
      1 - D / gap D g l ≤ 2 * g ^ 2 * l ^ 2 / D ^ 2 := by
  obtain ⟨hsq, hle⟩ := gap_spec D g l
  generalize gap D g l = R at hsq hle ⊢
  have hR : 0 < R := by linarith
  have hw : 2 * g ^ 2 * l ^ 2 = (R - D) * (R + D) / 2 := by linear_combination (-1 / 2) * hsq
  have e : 1 - D / R = (R - D) / R := by field_simp
  rw [hw, e, div_le_div_iff₀ (by positivity) hR, div_le_div_iff₀ hR (by positivity)]
  have h1 : 0 ≤ (R + D) * R - 2 * D ^ 2 := by nlinarith
  constructor
  · nlinarith [mul_nonneg (sq_nonneg (R - D)) hR.le]
  · nlinarith [mul_nonneg (sub_nonneg.2 hle) h1]

/-- For `D > 0` and `l ≠ 0` the estimate from any ground state equals `J D / R` and differs from the
response `J` by at most `(2 g² l² / D²) |J|`. -/
theorem finite_perturbation_error {D g l : ℝ} (hD : 0 < D) (hl : l ≠ 0) (k : ℝ)
    {v : Fin 2 → ℂ} (hv : IsGroundState (ham D g l) v) :
    estimate k l v = response D g k * (D / gap D g l) ∧
      |estimate k l v - response D g k| ≤ 2 * g ^ 2 * l ^ 2 / D ^ 2 * |response D g k| := by
  have hR : gap D g l ≠ 0 := (lt_of_lt_of_le hD (gap_spec D g l).2).ne'
  have hD0 := hD.ne'
  have he : estimate k l v = response D g k * (D / gap D g l) := by
    rw [estimate, expval_groundState hD k hv, Complex.ofReal_re, response]
    field_simp
  obtain ⟨hlo, hup⟩ := deficit_bounds hD g l
  have h0 : 0 ≤ 1 - D / gap D g l := le_trans (by positivity) hlo
  refine ⟨he, ?_⟩
  have : response D g k - estimate k l v = (1 - D / gap D g l) * response D g k := by
    rw [he]; ring
  rw [abs_sub_comm, this, abs_mul, abs_of_nonneg h0]
  exact mul_le_mul_of_nonneg_right hup (abs_nonneg _)

/-- For `D > 0` and nonzero `g`, `k`, `l` the relative error `(J - estimate) / J` lies between `2 g²
l² / R²` and `2 g² l² / D²`. -/
theorem relative_error_bounds {D g k l : ℝ} (hD : 0 < D) (hg : g ≠ 0) (hk : k ≠ 0)
    (hl : l ≠ 0) {v : Fin 2 → ℂ} (hv : IsGroundState (ham D g l) v) :
    2 * g ^ 2 * l ^ 2 / gap D g l ^ 2 ≤ (response D g k - estimate k l v) / response D g k ∧
      (response D g k - estimate k l v) / response D g k ≤ 2 * g ^ 2 * l ^ 2 / D ^ 2 := by
  have hJ : response D g k ≠ 0 :=
    div_ne_zero (mul_ne_zero (mul_ne_zero (by norm_num) hg) hk) hD.ne'
  have : (response D g k - estimate k l v) / response D g k = 1 - D / gap D g l := by
    rw [(finite_perturbation_error hD hl k hv).1, div_eq_iff hJ]
    ring
  rw [this]
  exact deficit_bounds hD g l

end

end FinitePerturbationCoupling
```

```lean
#print axioms FinitePerturbationCoupling.hasDerivAt_response
#print axioms FinitePerturbationCoupling.finite_perturbation_error
#print axioms FinitePerturbationCoupling.relative_error_bounds
```

```
'FinitePerturbationCoupling.hasDerivAt_response' depends on axioms: [propext, Classical.choice, Quot.sound]
'FinitePerturbationCoupling.finite_perturbation_error' depends on axioms: [propext, Classical.choice, Quot.sound]
'FinitePerturbationCoupling.relative_error_bounds' depends on axioms: [propext, Classical.choice, Quot.sound]
```

## The objects and the theorems

The matrices `ham D g l` and `probe k` are $H(l)$ and $K$, with real parameters cast to complex entries. A state is a pair $v=(v_0,v_1)$ of complex numbers, indexed from zero as in `Fin 2 → ℂ`. In `expval` the left vector is conjugated, so `star v ⬝ᵥ A *ᵥ v` is $\langle v|A|v\rangle=\sum_{i,j}\bar v_iA_{ij}v_j$, with no division by the norm.

`IsGroundState H v` says that $\langle v|v\rangle=1$ and that $v$ is an eigenvector whose eigenvalue $E$ is real and satisfies $E\le\mu$ for every real eigenvalue $\mu$ of the matrix. The definition mentions no formula for $E$ or $v$ and leaves the overall phase free. It compares $E$ with real eigenvalues only, which suits the real symmetric $H(l)$.

The remaining definitions are $R=\sqrt{D^2+4g^2l^2}$ (`gap`), $E_0=(D-R)/2$ (`groundEnergy`), the normalised vector
$$w=\frac{(D+R,\;-2lg)}{\sqrt{2R(R+D)}}$$
(`groundVec`), the response $J$ (`response`) and the estimate $J_l=\operatorname{Re}\langle v|K|v\rangle/l$ (`estimate`). For $D>0$ the theorems state the following.

- `groundState_witness` and `groundState_energy`: $w$ is a ground state with eigenvalue $E_0$, and every ground state has eigenvalue $E_0$.
- `expval_groundState`: $\langle v|K|v\rangle=-2gkl/R$ for every ground state and all real $g,k,l$. The value is real, so the real part in `estimate` discards nothing.
- `hasDerivAt_response`: if $v(l)$ is a ground state of $H(l)$ for each $l$, then $l\mapsto\operatorname{Re}\langle v(l)|K|v(l)\rangle$ has derivative $J$ at $l=0$. No continuity of $v(l)$ is assumed, so its phase may jump with $l$.
- `finite_perturbation_error`: for $l\neq0$ and all $g,k$, $J_l=J\,D/R$ and $|J_l-J|\le(2g^2l^2/D^2)|J|$.
- `relative_error_bounds`: for nonzero $g,k,l$,
$$\frac{2g^2l^2}{R^2}\le\frac{J-J_l}{J}\le\frac{2g^2l^2}{D^2}.$$

The hypothesis `hl : l ≠ 0` matters because Lean sets a quotient by zero to $0$, which would make $J_0=0$ and turn the error bound into $|J|\le0$.

## Two nuclear moments and one excited state

An indirect spin-spin coupling is the part of the electronic energy that is bilinear in two nuclear magnetic moments. A finite-perturbation calculation switches on the interaction with the first nucleus at a finite strength, solves for the perturbed ground state, evaluates the operator of the second nucleus in that state and divides by the strength.

In the model, index $0$ is the unperturbed electronic ground state at energy zero and index $1$ is one excited state at energy $D$. The condition $D>0$ says that the unperturbed ground state is non-degenerate and separated by a finite excitation energy. The number $l$ is the strength given to the first perturbation, $g$ is its matrix element between the two states, and $k$ is the same matrix element for the operator at the second nucleus. For the Fermi contact mechanism, state $0$ would be a closed-shell singlet and state $1$ a triplet. The zero $(0,0)$ entries of both perturbations then express that the singlet carries no spin density at the nuclei, and their zero $(1,1)$ entries express the same for the $M_S=0$ triplet component, which is the one reached by the $z$ components of the contact operators. Real $g$ and $k$ correspond to real spatial wavefunctions. The zero diagonals and the reality of $g$ and $k$ are written into the definitions, not derived in the file.

The quantity $J$ is a slope in the units of $gk/D$, with no gyromagnetic ratios or conversion to a frequency. It has the form of the single term left from the sum-over-states expression when only one excited state contributes. In this two-state, exactly diagonalised model the theorems bound the error caused by the finite strength alone: relative to $|J|$ it is at most $2(gl/D)^2$, which is also its leading term at small $gl/D$, and for nonzero $g,k,l$ the estimate has the sign of $J$ and a smaller magnitude. Further excited states, self-consistent orbital relaxation, several coupling mechanisms and numerical noise at small $l$ are not represented.

## The lowest eigenvalue

For a vector $u=(u_0,u_1)$ and real $\mu$, the equation $Hu=\mu u$ reads
$$lg\,u_1=\mu u_0,\qquad lg\,u_0+Du_1=\mu u_1,$$
which is `eigen_iff`. Put $P=\mu^2-D\mu-(lg)^2$. Multiplying the first equation by $\mu-D$, the second by $lg$ and adding eliminates $u_1$ and gives $Pu_0=0$. Multiplying the first by $lg$, the second by $\mu$ and adding gives $Pu_1=0$. These are `ha` and `hb` in `groundEnergy_le`. Since $u\neq0$, $P=0$, hence $(D-2\mu)^2=D^2+4g^2l^2$, hence $D-2\mu\le R$ and $\mu\ge E_0$.

The value $E_0$ is attained. By `gap_spec`, $R^2=D^2+4g^2l^2$ and $R\ge D>0$. For the numerator of $w$ the first row requires $-2l^2g^2=E_0(D+R)=(D^2-R^2)/2$, which is the relation for $R^2$ (`r0`). The second row requires $lg(D+R)-2lgD=-2lgE_0$, and both sides equal $lg(R-D)$ (`r1`, closed by `ring`). The squared norm is $(D+R)^2+4l^2g^2=(D+R)^2+R^2-D^2=2R(R+D)$, which is `hn`. For an arbitrary ground state with eigenvalue $E$, minimality against $w$ gives $E\le E_0$ and the bound above gives $E_0\le E$; `groundState_energy` joins them with `le_antisymm`.

## The expectation value for any phase

With $\mu=E_0$ the component equations of a ground state become
$$\text{(a)}\quad lg\,v_1=\tfrac{D-R}{2}\,v_0,\qquad\text{(b)}\quad lg\,v_0=-\tfrac{D+R}{2}\,v_1 .$$
Multiply (b) by $\bar v_0$ and the conjugate of (b) by $v_0$. Both left sides equal $lg|v_0|^2$, so $(D+R)(\bar v_1v_0-\bar v_0v_1)=0$. As $D+R>0$, the number $s=\bar v_0v_1=\bar v_1v_0$ is real. Then $\bar v_0$ times (b) and $\bar v_1$ times (a) give
$$lg|v_0|^2=-\tfrac{D+R}{2}\,s,\qquad lg|v_1|^2=\tfrac{D-R}{2}\,s .$$
Their sum with $|v_0|^2+|v_1|^2=1$ is $lg=-Rs$, and therefore $\langle v|K|v\rangle=k(\bar v_0v_1+\bar v_1v_0)=2ks=-2gkl/R$. Nothing was divided by $l$, $g$ or a component of $v$. In `expval_groundState`, `h0` and `h1` are (a) and (b) before rearrangement, `h1c` is the conjugate of `h1`, `hs` is the reality of $s$, and `hx` is the expansion of the expectation.

In `hasDerivAt_response` the step `hf` replaces the expectation by the function $-2gkl/R(l)$, after which the family $v(l)$ has disappeared. At $l=0$ one has $R=D$ (`hs`), and $R'(0)=0$ because the radicand has zero slope there (`h1`, `h2`). The quotient rule gives $(-2gk\cdot D-0)/D^2=J$.

## The deficit $1-D/R$

Dividing the expectation by $l$ gives $J_l=-2gk/R=J\,D/R$, so $J-J_l=(1-D/R)J$. Write $1-D/R=(R-D)/R$ and $2g^2l^2=(R-D)(R+D)/2$, the steps `e` and `hw` of `deficit_bounds`. After cross-multiplication the lower bound is $(R-D)(R+D)R/2\le(R-D)R^2$, and the right side exceeds the left by $R(R-D)^2/2\ge0$. The upper bound is $(R-D)D^2\le(R-D)(R+D)R/2$, and the excess is $(R-D)\,[(R+D)R-2D^2]/2$, which is non-negative because $R\ge D>0$. The terms handed to `nlinarith` are these two products. The lower bound also shows $1-D/R\ge0$, which lets `finite_perturbation_error` write $|J-J_l|=(1-D/R)|J|$ and apply the upper bound. For $g,k\neq0$ one has $J\neq0$, and `relative_error_bounds` divides by it.

## How `linear_combination` certifies the elimination

To prove $a=b$ from equations $a_i=b_i$, the tactic takes coefficients $c_i$ and checks that $a-b-\sum_ic_i(a_i-b_i)$ vanishes as a polynomial identity in a commutative ring. The coefficients may contain variables, so "multiply by $\bar v_0$ and add" is written literally. In the last step of `expval_groundState` the goal is $R\,k(\bar v_0v_1+\bar v_1v_0)=-2gkl$. The terms `2 * k * conj (v 0) * h1` and `2 * k * conj (v 1) * h0` contribute, as left side minus right side,
$$2klg|v_0|^2+k(D+R)\,\bar v_0v_1\qquad\text{and}\qquad 2klg|v_1|^2-k(D-R)\,\bar v_1v_0 .$$
The term `k * D * hs` cancels the parts proportional to $D$, and `2 * l * g * k * hn`, subtracted, replaces $2klg(|v_0|^2+|v_1|^2)$ by $2klg$. What is left is the goal.

The ring check treats `conj (v 0)` and `v 0` as unrelated unknowns, so the conjugate equation is supplied separately through `congrArg (starRingEnd ℂ) h1`. It also cancels no common factors: $D+R$ is removed with `mul_eq_zero` and $R$ is cleared with `eq_div_iff`, each using a proof that the factor is nonzero.

## Weak and strong perturbation

At $l=0$ or $g=0$ the formulas give $R=D$, $E_0=0$, $w=(1,0)$ and $\langle v|K|v\rangle=0$. The limits that follow are read off the proved formulas and are not theorems of the file. For nonzero $g,k$ the lower and upper bounds on the relative error have ratio $D^2/R^2$, which tends to $1$ as $l\to0$, so $2g^2l^2/D^2$ is the leading term of the error and its coefficient is sharp. For nonzero $g,k$, as $|l|$ grows, $|\langle v|K|v\rangle|$ saturates at $|k|$ and the relative error $1-D/R$ approaches $1$ from below, so the upper bound is informative only while $2g^2l^2<D^2$.
